# The partial trace of a finite-dimensional density matrix is a density matrix, and it returns ρ from ρ ⊗ σ when Tr σ = 1

## Can throwing away matrix entries produce negative probabilities?

If the reduced matrix of a subsystem had a negative eigenvalue, I would predict a negative probability for some measurement on that subsystem. If its trace were not one, the probabilities would not add up. Yet the partial trace adds some entries of the full density matrix and ignores the others. Why is the result always a state? And if I attach an ancilla σ to ρ and trace it out again, do I get exactly ρ back?

## The entries kept form positive blocks that carry the whole trace

Let \(\rho\) be a density matrix on \(\mathbb C^m\otimes\mathbb C^n\), with systems A and B. Its reduced matrix on A is
\[
(\rho_A)_{ij}=\sum_k \rho_{(i,k),(j,k)} .
\]
For any \(v\in\mathbb C^m\) and the basis vectors \(e_k\) of B,
\[
v^\dagger\rho_A v=\sum_k (v\otimes e_k)^\dagger\rho\,(v\otimes e_k)\ge 0,
\qquad
\operatorname{Tr}\rho_A=\sum_{i,k}\rho_{(i,k),(i,k)}=\operatorname{Tr}\rho=1 .
\]
So \(\rho_A\) is a state.

For a product, where \(\rho\) now acts on A alone,
\[
\sum_k\rho_{ij}\sigma_{kk}=\operatorname{Tr}(\sigma)\,\rho_{ij}.
\]
You get \(\rho\) back if \(\operatorname{Tr}\sigma=1\). Conversely, getting \(\rho\) back means \((\operatorname{Tr}\sigma-1)\rho=0\), which forces \(\operatorname{Tr}\sigma=1\) when \(\rho\neq0\).

For a pure state with coefficients \(C_{ik}=\psi_{(i,k)}\), the reduced matrix has the entries \(\sum_k C_{ik}\overline{C_{jk}}=(CC^\dagger)_{ij}\), so \(\rho_A=CC^\dagger\).

Not every state is a product. For \(d\ge1\), take \(\Omega=\frac1d\sum_{k,l}|kk\rangle\langle ll|\), the projector onto the normalised vector \(d^{-1/2}\sum_k|kk\rangle\). It is positive, and its reduced matrix is \(\delta_{ij}/d\), so its trace is one. Now let \(d\ge2\), suppose \(\Omega=R\otimes S\), and pick basis labels \(a\ne b\). Then
\[
R_{ab}S_{ab}=\tfrac1d,\qquad R_{aa}S_{aa}=\tfrac1d,\qquad R_{ab}S_{aa}=0 .
\]
The first two equations make \(R_{ab}\) and \(S_{aa}\) nonzero, which contradicts the third.

In Lean, `m` and `n` are finite index types, not numbers; the dimension \(d\) is `Fintype.card n`. A composite index is a pair in `m × n`, and `⊗ₖ` is the Kronecker product. `IsDensity` means positive semidefinite (which includes Hermitian) with trace one. The letter `ρ` stands for the composite state in some theorems and for the first factor in others. `pairVec` is the unnormalised vector \(\sum_k|kk\rangle\); the factor \(1/d\) enters in `maxEntangled`. The product formulas hold for arbitrary matrices, not only states.

```lean
import Mathlib

open Matrix
open scoped Kronecker ComplexOrder

namespace PartialTraceDensity

noncomputable section

variable {m n : Type*} [Fintype m] [Fintype n]

/-- A density matrix: positive semidefinite with trace one. -/
def IsDensity (ρ : Matrix m m ℂ) : Prop :=
  ρ.PosSemidef ∧ ρ.trace = 1

/-- The partial trace over the second factor: the matrix on the first system with entries
`∑ k, ρ (i, k) (j, k)`. -/
def partialTrace {m n : Type*} [Fintype n] (ρ : Matrix (m × n) (m × n) ℂ) : Matrix m m ℂ :=
  Matrix.of fun i j => ∑ k, ρ (i, k) (j, k)

omit [Fintype m] in
/-- The partial trace is the sum of the diagonal blocks of `ρ`, one block for each basis state
of the second system. -/
theorem partialTrace_eq_sum_blocks (ρ : Matrix (m × n) (m × n) ℂ) :
    partialTrace ρ = ∑ k : n, ρ.submatrix (fun i => (i, k)) (fun i => (i, k)) := by
  ext i j
  simp [partialTrace, Matrix.sum_apply]

/-- The partial trace preserves the total trace. -/
theorem trace_partialTrace (ρ : Matrix (m × n) (m × n) ℂ) :
    (partialTrace ρ).trace = ρ.trace := by
  simp [Matrix.trace, partialTrace, Fintype.sum_prod_type]

/-- The partial trace of a density matrix of the composite system is a density matrix of the
first system. -/
theorem isDensity_partialTrace {ρ : Matrix (m × n) (m × n) ℂ} (hρ : IsDensity ρ) :
    IsDensity (partialTrace ρ) := by
  refine ⟨?_, (trace_partialTrace ρ).trans hρ.2⟩
  -- every diagonal block is a principal submatrix, hence positive semidefinite
  rw [partialTrace_eq_sum_blocks]
  exact Matrix.posSemidef_sum _ fun k _ => hρ.1.submatrix _

omit [Fintype m] in
/-- Tracing out the second factor of a product leaves the first factor, multiplied by the trace
of the second. -/
theorem partialTrace_kronecker (ρ : Matrix m m ℂ) (σ : Matrix n n ℂ) :
    partialTrace (ρ ⊗ₖ σ) = σ.trace • ρ := by
  ext i j
  simp only [partialTrace, Matrix.of_apply, Matrix.kroneckerMap_apply, Matrix.smul_apply,
    smul_eq_mul, Matrix.trace, Matrix.diag_apply, ← Finset.mul_sum]
  exact mul_comm _ _

omit [Fintype m] in
/-- If the second factor of a product has trace one, the partial trace returns the first
factor. -/
theorem partialTrace_product (ρ : Matrix m m ℂ) {σ : Matrix n n ℂ} (hσ : σ.trace = 1) :
    partialTrace (ρ ⊗ₖ σ) = ρ := by
  rw [partialTrace_kronecker, hσ, one_smul]

omit [Fintype m] in
/-- For a nonzero first factor, the partial trace of a product returns that factor exactly when
the second factor has trace one. -/
theorem partialTrace_product_iff {ρ : Matrix m m ℂ} (hρ : ρ ≠ 0) (σ : Matrix n n ℂ) :
    partialTrace (ρ ⊗ₖ σ) = ρ ↔ σ.trace = 1 := by
  refine ⟨fun h => ?_, partialTrace_product ρ⟩
  rw [partialTrace_kronecker] at h
  have h0 : (σ.trace - 1) • ρ = 0 := by rw [sub_smul, one_smul, h, sub_self]
  exact sub_eq_zero.1 ((smul_eq_zero.1 h0).resolve_right hρ)

omit [Fintype m] in
/-- For a vector `ψ` of the composite system with coefficient matrix `C i k = ψ (i, k)`, the
partial trace of `ψ ψ†` is `C C†`. -/
theorem partialTrace_pure (ψ : m × n → ℂ) :
    partialTrace (vecMulVec ψ (star ψ)) =
      (Matrix.of fun i k => ψ (i, k)) * (Matrix.of fun i k => ψ (i, k))ᴴ := by
  ext i j
  simp [partialTrace, Matrix.vecMulVec_apply, Matrix.mul_apply, Matrix.conjTranspose_apply]

variable [DecidableEq n]

/-- The unnormalised vector `∑ k, |k⟩|k⟩` of two systems of the same kind. -/
def pairVec (n : Type*) [DecidableEq n] : n × n → ℂ :=
  fun p => if p.1 = p.2 then 1 else 0

/-- The maximally entangled state `(1/d) ∑ |k k⟩⟨l l|` of two systems of dimension `d`, for
`d` at least one. -/
def maxEntangled (n : Type*) [Fintype n] [DecidableEq n] : Matrix (n × n) (n × n) ℂ :=
  (Fintype.card n : ℂ)⁻¹ • vecMulVec (pairVec n) (star (pairVec n))

/-- The entry of the maximally entangled state in row `p` and column `q` is `1/d` where `p.1 = p.2`
and `q.1 = q.2`, and zero elsewhere. -/
theorem maxEntangled_apply (p q : n × n) :
    maxEntangled n p q =
      if p.1 = p.2 ∧ q.1 = q.2 then (Fintype.card n : ℂ)⁻¹ else 0 := by
  by_cases hp : p.1 = p.2 <;> by_cases hq : q.1 = q.2 <;>
    simp [maxEntangled, pairVec, Matrix.vecMulVec_apply, hp, hq]

/-- The partial trace of the maximally entangled state is the identity divided by the
dimension. -/
theorem partialTrace_maxEntangled :
    partialTrace (maxEntangled n) = (Fintype.card n : ℂ)⁻¹ • (1 : Matrix n n ℂ) := by
  ext i j
  simp only [partialTrace, Matrix.of_apply, maxEntangled_apply, Matrix.smul_apply, smul_eq_mul]
  by_cases h : i = j
  · subst h
    simp
  · rw [Matrix.one_apply_ne h, mul_zero]
    exact Finset.sum_eq_zero fun k _ => if_neg fun h' => h (h'.1.trans h'.2.symm)

/-- In dimension at least one, the maximally entangled state is a density matrix. -/
theorem isDensity_maxEntangled [Nonempty n] : IsDensity (maxEntangled n) := by
  constructor
  · have hc : (0 : ℂ) ≤ (((Fintype.card n : ℝ)⁻¹ : ℝ) : ℂ) :=
      Complex.zero_le_real.2 (by positivity)
    push_cast at hc
    exact (Matrix.posSemidef_vecMulVec_self_star (pairVec n)).smul hc
  · -- the total trace can be read off from the reduced state
    have hd : (Fintype.card n : ℂ) ≠ 0 := Nat.cast_ne_zero.2 Fintype.card_ne_zero
    rw [← trace_partialTrace, partialTrace_maxEntangled, Matrix.trace_smul, Matrix.trace_one,
      smul_eq_mul, inv_mul_cancel₀ hd]

/-- In dimension `d` at least two, the maximally entangled state is not the Kronecker product of any
two `d × d` matrices. -/
theorem maxEntangled_ne_product [Nontrivial n] (ρ σ : Matrix n n ℂ) :
    maxEntangled n ≠ ρ ⊗ₖ σ := by
  intro h
  obtain ⟨a, b, hab⟩ := exists_pair_ne n
  have hd : (Fintype.card n : ℂ)⁻¹ ≠ 0 :=
    inv_ne_zero (Nat.cast_ne_zero.2 Fintype.card_ne_zero)
  have key (p q : n × n) :
      (if p.1 = p.2 ∧ q.1 = q.2 then (Fintype.card n : ℂ)⁻¹ else 0) =
        ρ p.1 q.1 * σ p.2 q.2 := by
    rw [← maxEntangled_apply, h]
    rfl
  -- two entries equal to 1/d force a third entry, which is zero, to be nonzero
  have h1 : (Fintype.card n : ℂ)⁻¹ = ρ a b * σ a b :=
    (if_pos ⟨rfl, rfl⟩).symm.trans (key (a, a) (b, b))
  have h2 : (Fintype.card n : ℂ)⁻¹ = ρ a a * σ a a :=
    (if_pos ⟨rfl, rfl⟩).symm.trans (key (a, a) (a, a))
  have h3 : ρ a b * σ a a = 0 :=
    (key (a, a) (b, a)).symm.trans (if_neg fun h' => hab h'.2.symm)
  rcases mul_eq_zero.1 h3 with h0 | h0
  · exact hd (by rw [h1, h0, zero_mul])
  · exact hd (by rw [h2, h0, mul_zero])

end

end PartialTraceDensity
```

```lean
#print axioms PartialTraceDensity.isDensity_partialTrace
#print axioms PartialTraceDensity.partialTrace_pure
#print axioms PartialTraceDensity.isDensity_maxEntangled
#print axioms PartialTraceDensity.maxEntangled_ne_product
```

```
'PartialTraceDensity.isDensity_partialTrace' depends on axioms: [propext, Classical.choice, Quot.sound]
'PartialTraceDensity.partialTrace_pure' depends on axioms: [propext, Classical.choice, Quot.sound]
'PartialTraceDensity.isDensity_maxEntangled' depends on axioms: [propext, Classical.choice, Quot.sound]
'PartialTraceDensity.maxEntangled_ne_product' depends on axioms: [propext, Classical.choice, Quot.sound]
```

`partialTrace_eq_sum_blocks` writes \(\rho_A\) as a sum of diagonal blocks, one for each \(k\). In `isDensity_partialTrace`, `submatrix` gives the positivity of each block and `posSemidef_sum` that of the sum, which is the calculation with \(v\otimes e_k\) above. `trace_partialTrace` splits the sum over pairs into a double sum.

`partialTrace_kronecker` factors out \(\rho_{ij}\), and `partialTrace_product_iff` cancels the nonzero matrix through `smul_eq_zero`. `partialTrace_pure` compares entries.

For \(\Omega\), `maxEntangled_apply` supplies the entries and `partialTrace_maxEntangled` sums them. `isDensity_maxEntangled` gets positivity from the form \(\frac1d\phi\phi^\dagger\), where \(\phi\) is the vector `pairVec`, and reads the total trace off the reduced state. In `maxEntangled_ne_product`, `h1`, `h2` and `h3` are the three equations for \(R\) and \(S\). This rules out a single product; it does not address mixtures of products.

Positivity of the full matrix matters: trace one alone is not enough. On two qubits, \(\operatorname{diag}(2,0,0,-1)\) has trace one, but it reduces to \(\operatorname{diag}(2,-1)\), with a "probability" of \(-1\).

Take care over which index is summed. If both systems have the same index type, Lean also accepts `∑ k, ρ (k, i) (k, j)`, which traces out the first system. The state \(\Omega\) will not reveal the swap, since both its reduced matrices are \(1/d\) times the identity; a product of two different states will.

For finite-dimensional, distinguishable subsystems, positivity and unit trace of the reduced matrix allow \(\rho_A\) to be used as a state in its own right, for instance in computing its von Neumann entropy, which measures the entanglement between A and B when the full state is pure, but not in general when it is mixed. That \(\rho_A\) also predicts the measurements on A rests on \(\operatorname{Tr}(\rho_A X)=\operatorname{Tr}(\rho\,(X\otimes 1))\) for observables \(X\) of A, an identity that the Lean theorems leave to the reader.
